# No nonzero finite-dimensional space of polynomials times one Gaussian is closed under differentiation

Should a Gaussian basis be treated as a list of functions or as the linear space they span? For Pulay forces I would take the space, because for a variational solution the terms vanish as soon as the derivative of each basis function with respect to its centre lies in the span, whichever functions represent it. Take functions $p(x)e^{-ax^2}$ in one dimension, with $p$ a polynomial and one fixed $a>0$. Differentiating an s-type function gives a p-type one, differentiating that brings in a d-type one, and I believe that this never stops: however often I add the centre derivatives to a finite basis, some derivative is still missing. Can this be made rigorous and checked by machine, including the link to the Pulay term?

## Each derivative raises the polynomial degree by one

Yes for the non-closure. For the Pulay term, the machine-checked part is a statement about linear functionals that vanish on the basis space, and the link to a Hamiltonian stays informal. With the basis taken as a space $V$, the claim is that a nonzero finite-dimensional $V$ of such functions always contains an $f$ with $f'\notin V$. The argument is a count of degrees.

Moving a function to the centre $A$ gives $f(x-A)$, and
$$\partial_A f(x-A)\big|_{A=0}=-f'(x).$$
A linear space contains $-f'$ exactly when it contains $f'$, so centre derivatives and spatial derivatives pose the same question. For $f=p\,e^{-ax^2}$ the product rule gives
$$f'(x)=\bigl(p'(x)-2a\,x\,p(x)\bigr)e^{-ax^2}.$$
Let $p\neq0$ have degree $d$ and leading coefficient $c$. The term $-2axp$ has leading term $-2ac\,x^{d+1}$, and $p'$ has degree below $d+1$, so nothing cancels it. The new polynomial factor has degree exactly $d+1$.

The factor is determined by the function: the exponential is never zero, and two polynomials that agree at every real $x$ are equal. We can therefore speak of the degree of $f$. If $V$ is spanned by finitely many functions, no element has a degree above the largest one among them. Take a nonzero $f\in V$ of the highest degree that occurs in $V$. Its derivative has a degree one higher, so it is not in $V$.

Now put $V_0=V$ and let $V_{n+1}$ be $V_n$ together with the centre derivatives of all its functions. If all degrees in $V_n$ are below $N$, all degrees in $V_{n+1}$ are below $N+1$. The argument applies again at every stage, and $V_0\subsetneq V_1\subsetneq V_2\subsetneq\cdots$ without end.

## From a missing derivative to a Pulay term

Let $\psi=\sum_i c_i\chi_i$ be a real, normalised variational solution in $V$ with energy $E$. When the basis moves, the derivative of the energy contains
$$2\sum_i c_i\,\langle\partial_A\chi_i\,|\,(H-E)\psi\rangle .$$
The variational condition says that the residual functional $r(g)=\langle g\,|\,(H-E)\psi\rangle$ vanishes for every $g\in V$. If all $\partial_A\chi_i$ lie in $V$, the Pulay term is therefore zero whatever $H$ is.

If some $\partial_A f$ lies outside $V$, this protection is lost. Let $u$ be the part of $\partial_A f$ orthogonal to $V$. The functional $g\mapsto\langle u|g\rangle$ vanishes on $V$, but its value on $\partial_A f$ is $\|u\|^2>0$.

## The Lean file

```lean
import Mathlib

open Polynomial

namespace PulayGaussianClosure

noncomputable section

/-- The function `p(x) exp(-a x²)` attached to a polynomial `p`, as a linear map in `p`. -/
def gauss (a : ℝ) : ℝ[X] →ₗ[ℝ] (ℝ → ℝ) where
  toFun p := fun x => p.eval x * Real.exp (-a * x ^ 2)
  map_add' p q := by
    ext x
    simp only [eval_add, Pi.add_apply, add_mul]
  map_smul' c p := by
    ext x
    simp only [eval_smul, smul_eq_mul, Pi.smul_apply, RingHom.id_apply, mul_assoc]

/-- The polynomial `p' - 2 a x p`. -/
def raise (a : ℝ) (p : ℝ[X]) : ℝ[X] := derivative p - C (2 * a) * (X * p)

/-- The derivative of the displaced function `f(x - A)` with respect to its centre `A`,
taken at `A = 0`. -/
def centreDeriv (f : ℝ → ℝ) : ℝ → ℝ := fun x => deriv (fun A => f (x - A)) 0

/-- The basis space enlarged by the centre derivatives of all its functions. -/
def augment (V : Submodule ℝ (ℝ → ℝ)) : Submodule ℝ (ℝ → ℝ) :=
  V ⊔ Submodule.span ℝ (centreDeriv '' (V : Set (ℝ → ℝ)))

/-- The centre derivative is minus the spatial derivative. -/
theorem centreDeriv_eq (f : ℝ → ℝ) : centreDeriv f = -deriv f := by
  ext x
  simp [centreDeriv, deriv_comp_const_sub]

/-- Differentiating `p(x) exp(-a x²)` replaces `p` by `p' - 2 a x p`. -/
theorem deriv_gauss (a : ℝ) (p : ℝ[X]) : deriv (gauss a p) = gauss a (raise a p) := by
  ext x
  have h1 : HasDerivAt (fun y : ℝ => -a * y ^ 2) (-a * (2 * x)) x :=
    ((hasDerivAt_pow 2 x).const_mul (-a)).congr_deriv (by norm_num)
  have h2 : HasDerivAt (gauss a p) _ x := (p.hasDerivAt x).mul h1.exp
  rw [h2.deriv]
  simp only [gauss, LinearMap.coe_mk, AddHom.coe_mk, raise, eval_sub, eval_mul, eval_C, eval_X]
  ring

/-- The polynomial factor is determined by the function `p(x) exp(-a x²)`. -/
theorem gauss_injective (a : ℝ) : Function.Injective (gauss a) := by
  intro p q h
  apply Polynomial.funext
  intro x
  have hx := congrFun h x
  simp only [gauss, LinearMap.coe_mk, AddHom.coe_mk] at hx
  exact mul_right_cancel₀ (Real.exp_ne_zero _) hx

/-- For `a ≠ 0` and a nonzero polynomial `p`, the degree of `raise a p` is exactly one higher than
that of `p`. -/
theorem natDegree_raise {a : ℝ} (ha : a ≠ 0) {p : ℝ[X]} (hp : p ≠ 0) :
    (raise a p).natDegree = p.natDegree + 1 := by
  have hq : (C (2 * a) * (X * p)).natDegree = p.natDegree + 1 := by
    rw [natDegree_C_mul (mul_ne_zero two_ne_zero ha), natDegree_X_mul hp]
  have hd := natDegree_derivative_le p
  unfold raise
  rw [natDegree_sub_eq_right_of_natDegree_lt (by omega), hq]

/-- In a finite-dimensional space of functions `p(x) exp(-a x²)` the polynomial degrees
are bounded. -/
theorem exists_degree_bound {a : ℝ} (V : Submodule ℝ (ℝ → ℝ)) [FiniteDimensional ℝ V]
    (hV : V ≤ LinearMap.range (gauss a)) :
    ∃ N : ℕ, V ≤ (degreeLT ℝ N).map (gauss a) := by
  obtain ⟨S, hS⟩ : V.FG := Module.Finite.iff_fg.mp inferInstance
  have hex : ∀ f, ∃ p, f ∈ V → gauss a p = f := by
    intro f
    by_cases hf : f ∈ V
    · obtain ⟨p, hp⟩ := hV hf
      exact ⟨p, fun _ => hp⟩
    · exact ⟨0, fun h => absurd h hf⟩
  choose p hp using hex
  -- the largest degree among finitely many generators bounds the whole span
  refine ⟨S.sup (fun f => (p f).natDegree) + 1, ?_⟩
  conv_lhs => rw [← hS]
  rw [Submodule.span_le]
  intro f hf
  have hfV : f ∈ V := by
    rw [← hS]
    exact Submodule.subset_span hf
  have hle : (p f).natDegree ≤ S.sup (fun f => (p f).natDegree) :=
    Finset.le_sup (f := fun f => (p f).natDegree) hf
  refine ⟨p f, mem_degreeLT.2 (degree_le_natDegree.trans_lt ?_), hp f hfV⟩
  exact_mod_cast Nat.lt_succ_of_le hle

/-- For `a ≠ 0`, a nonzero space of functions `p(x) exp(-a x²)` with bounded polynomial degree
contains a function whose derivative lies outside the space. -/
theorem exists_deriv_notMem_of_bounded {a : ℝ} (ha : a ≠ 0) {V : Submodule ℝ (ℝ → ℝ)} {N : ℕ}
    (hN : V ≤ (degreeLT ℝ N).map (gauss a)) (h0 : V ≠ ⊥) : ∃ f ∈ V, deriv f ∉ V := by
  by_contra! hcl
  obtain ⟨f, hf, hf0⟩ := Submodule.exists_mem_ne_zero_of_ne_bot h0
  -- closure would produce polynomial factors of arbitrarily high degree
  have key : ∀ k : ℕ, ∃ q : ℝ[X], q ≠ 0 ∧ gauss a q ∈ V ∧ k ≤ q.natDegree := by
    intro k
    induction k with
    | zero =>
      obtain ⟨p, -, hp⟩ := hN hf
      refine ⟨p, ?_, hp ▸ hf, Nat.zero_le _⟩
      intro h
      rw [h, LinearMap.map_zero] at hp
      exact hf0 hp.symm
    | succ k ih =>
      obtain ⟨q, hq, hqV, hk⟩ := ih
      have hd := natDegree_raise ha hq
      refine ⟨raise a q, ?_, ?_, by omega⟩
      · intro h
        rw [h, natDegree_zero] at hd
        omega
      · rw [← deriv_gauss]
        exact hcl _ hqV
  obtain ⟨q, hq, hqV, hk⟩ := key N
  obtain ⟨p, hp, hpq⟩ := hN hqV
  rw [gauss_injective a hpq] at hp
  have h := mem_degreeLT.1 hp
  rw [degree_eq_natDegree hq] at h
  have h' : q.natDegree < N := by exact_mod_cast h
  omega

/-- No nonzero finite-dimensional space of functions `p(x) exp(-a x²)`, `a ≠ 0`, is closed
under differentiation. -/
theorem exists_deriv_notMem {a : ℝ} (ha : a ≠ 0) (V : Submodule ℝ (ℝ → ℝ))
    [FiniteDimensional ℝ V] (hV : V ≤ LinearMap.range (gauss a)) (h0 : V ≠ ⊥) :
    ∃ f ∈ V, deriv f ∉ V := by
  obtain ⟨N, hN⟩ := exists_degree_bound V hV
  exact exists_deriv_notMem_of_bounded ha hN h0

/-- For `a ≠ 0`, repeatedly adding centre derivatives to a nonzero finite-dimensional space of
functions `p(x) exp(-a x²)` enlarges the space strictly at every step. -/
theorem augment_strictMono {a : ℝ} (ha : a ≠ 0) (V : Submodule ℝ (ℝ → ℝ))
    [FiniteDimensional ℝ V] (hV : V ≤ LinearMap.range (gauss a)) (h0 : V ≠ ⊥) :
    StrictMono (fun n : ℕ => augment^[n] V) := by
  have hle : ∀ W, W ≤ augment W := fun W => le_sup_left
  -- one augmentation raises the degree bound by at most one
  have step : ∀ (W : Submodule ℝ (ℝ → ℝ)) (N : ℕ), W ≤ (degreeLT ℝ N).map (gauss a) →
      augment W ≤ (degreeLT ℝ (N + 1)).map (gauss a) := by
    intro W N hW
    refine sup_le (hW.trans (Submodule.map_mono (degreeLT_mono (Nat.le_succ N)))) ?_
    rw [Submodule.span_le]
    rintro _ ⟨f, hf, rfl⟩
    obtain ⟨p, hp, rfl⟩ := hW hf
    have hr : raise a p ∈ degreeLT ℝ (N + 1) := by
      by_cases h : p = 0
      · have hz : raise a p = 0 := by simp [raise, h]
        rw [hz]
        exact Submodule.zero_mem _
      · have h1 := mem_degreeLT.1 hp
        rw [degree_eq_natDegree h] at h1
        have h2 : p.natDegree < N := by exact_mod_cast h1
        have h3 : (raise a p).natDegree < N + 1 := by
          rw [natDegree_raise ha h]
          omega
        exact mem_degreeLT.2 (degree_le_natDegree.trans_lt (by exact_mod_cast h3))
    rw [centreDeriv_eq, deriv_gauss]
    exact Submodule.neg_mem _ (Submodule.mem_map_of_mem hr)
  have inv : ∀ n : ℕ, (∃ N : ℕ, augment^[n] V ≤ (degreeLT ℝ N).map (gauss a)) ∧
      augment^[n] V ≠ ⊥ := by
    intro n
    induction n with
    | zero => exact ⟨exists_degree_bound V hV, h0⟩
    | succ n ih =>
      rw [Function.iterate_succ_apply']
      obtain ⟨⟨N, hN⟩, hne⟩ := ih
      exact ⟨⟨N + 1, step _ N hN⟩, ne_bot_of_le_ne_bot hne (hle _)⟩
  refine strictMono_nat_of_lt_succ fun n => ?_
  show augment^[n] V < augment^[n + 1] V
  rw [Function.iterate_succ_apply']
  obtain ⟨⟨N, hN⟩, hne⟩ := inv n
  obtain ⟨f, hf, hf'⟩ := exists_deriv_notMem_of_bounded ha hN hne
  refine lt_of_le_of_ne (hle _) fun h => hf' ?_
  have hm : centreDeriv f ∈ augment (augment^[n] V) :=
    Submodule.mem_sup_right (Submodule.subset_span ⟨f, hf, rfl⟩)
  rw [← h, centreDeriv_eq] at hm
  exact neg_mem_iff.1 hm

/-- For every nonzero finite-dimensional space of functions `p(x) exp(-a x²)`, `a ≠ 0`, there is a
linear functional that vanishes on the space but not on the centre derivative of one of its
functions. -/
theorem exists_pulay_term_ne_zero {a : ℝ} (ha : a ≠ 0) (V : Submodule ℝ (ℝ → ℝ))
    [FiniteDimensional ℝ V] (hV : V ≤ LinearMap.range (gauss a)) (h0 : V ≠ ⊥) :
    ∃ f ∈ V, ∃ r : (ℝ → ℝ) →ₗ[ℝ] ℝ, (∀ v ∈ V, r v = 0) ∧ r (centreDeriv f) ≠ 0 := by
  obtain ⟨f, hf, hf'⟩ := exists_deriv_notMem ha V hV h0
  have hne : V.mkQ (centreDeriv f) ≠ 0 := by
    intro h
    rw [Submodule.mkQ_apply, Submodule.Quotient.mk_eq_zero, centreDeriv_eq] at h
    exact hf' (neg_mem_iff.1 h)
  -- a functional on the quotient detects the part of the derivative outside the basis
  obtain ⟨r, hr⟩ : ∃ r : Module.Dual ℝ ((ℝ → ℝ) ⧸ V), r (V.mkQ (centreDeriv f)) ≠ 0 := by
    by_contra! h
    exact hne ((Module.forall_dual_apply_eq_zero_iff ℝ _).1 h)
  refine ⟨f, hf, LinearMap.comp r V.mkQ, fun v hv => ?_, hr⟩
  show r (V.mkQ v) = 0
  rw [Submodule.mkQ_apply, (Submodule.Quotient.mk_eq_zero V).2 hv, LinearMap.map_zero]

/-- At exponent zero the constant functions form a nonzero space that is closed under
differentiation. -/
theorem zero_exponent_closed :
    Submodule.span ℝ {gauss 0 1} ≠ ⊥ ∧
      ∀ f ∈ Submodule.span ℝ {gauss 0 1}, deriv f ∈ Submodule.span ℝ {gauss 0 1} := by
  constructor
  · intro h
    have h1 : gauss 0 1 = gauss 0 0 :=
      (Submodule.span_singleton_eq_bot.1 h).trans (LinearMap.map_zero _).symm
    exact (one_ne_zero : (1 : ℝ[X]) ≠ 0) (gauss_injective 0 h1)
  · intro f hf
    obtain ⟨c, rfl⟩ := Submodule.mem_span_singleton.1 hf
    have hz : raise 0 (c • (1 : ℝ[X])) = 0 := by simp [raise]
    rw [← LinearMap.map_smul, deriv_gauss, hz, LinearMap.map_zero]
    exact Submodule.zero_mem _

end

end PulayGaussianClosure
```

```lean
#print axioms PulayGaussianClosure.augment_strictMono
#print axioms PulayGaussianClosure.exists_pulay_term_ne_zero
#print axioms PulayGaussianClosure.zero_exponent_closed
```

```
'PulayGaussianClosure.augment_strictMono' depends on axioms: [propext, Classical.choice, Quot.sound]
'PulayGaussianClosure.exists_pulay_term_ne_zero' depends on axioms: [propext, Classical.choice, Quot.sound]
'PulayGaussianClosure.zero_exponent_closed' depends on axioms: [propext, Classical.choice, Quot.sound]
```

## What the theorems say in physical terms

- `gauss a` sends a polynomial $p$ to the function $p(x)e^{-ax^2}$. The functions are not normalised, which does not affect their span.
- `V : Submodule ℝ (ℝ → ℝ)` is the basis space, a real linear space of functions on the line. The hypothesis `V ≤ LinearMap.range (gauss a)` says that all its functions share the exponent $a$ and the centre $0$. `FiniteDimensional ℝ V` says that the basis is finite, and `V ≠ ⊥` that it contains a nonzero function.
- `centreDeriv f` is the derivative of $f(x-A)$ with respect to $A$ at $A=0$.
- `augment V` adjoins the centre derivatives of all functions in `V`, and `augment^[n] V` is the space $V_n$ above.

`exists_deriv_notMem` is the non-closure statement. Of the exponent it assumes only `a ≠ 0`, so it includes the physical case $a>0$ and also growing exponentials, for which the algebra is the same. `augment_strictMono` says that $V_m\subsetneq V_n$ whenever $m<n$.

`exists_pulay_term_ne_zero` provides a function `f` in `V` and a linear functional `r` that vanishes on `V` but not on `centreDeriv f`. Here `r` stands for the residual of a variational calculation, and `r (centreDeriv f)` for a Pulay term. The functional is not derived from a Hamiltonian. The theorem shows that vanishing on `V` does not by itself make a linear functional vanish on the centre derivatives; it does not predict a nonzero Pulay term in a given calculation. For a harmonic oscillator whose exact ground state lies in $V$, for instance, $(H-E)\psi=0$ and the Pulay term of that state vanishes, although $V$ is not closed.

For electronic-structure forces the message is limited to this one-dimensional model with one exponent and one centre: adding centre derivatives to a finite basis any finite number of times does not produce a space that removes Pulay terms by closure alone. Mixed exponents, several atoms and three-dimensional Gaussians are not covered.

## How the proof follows the degree count

`centreDeriv_eq` supplies the minus sign. `deriv_gauss` is the product rule together with the chain rule for the exponential; `raise a p` is the new factor $p'-2axp$, and `ring` matches the two expressions. `gauss_injective` cancels the exponential at each $x$ and then uses the fact that a real polynomial is fixed by its values.

`natDegree_raise` is the leading-term argument. It computes the degree of $2axp$ as $\deg p+1$, bounds the degree of $p'$, and concludes that the larger degree survives the subtraction.

`exists_degree_bound` picks finitely many generators of $V$ and a polynomial for each. It sets $N$ to the largest degree plus one, so that every function in $V$ has a factor in `degreeLT ℝ N`, the polynomials of degree below $N$.

`exists_deriv_notMem_of_bounded` differs slightly from the derivation above. Instead of selecting an element of highest degree, it supposes that $V$ is closed and differentiates repeatedly. The induction `key` yields, for each $k$, a nonzero polynomial $q$ of degree at least $k$ with `gauss a q` in $V$. At $k=N$ this contradicts the bound. `exists_deriv_notMem` then combines the two lemmas.

The lemma assumes bounded degree and not finite dimension, which suits the tower. In `augment_strictMono`, `step` shows that one augmentation raises the bound from $N$ to at most $N+1$, and `inv` carries a bound and the nonzero condition through all stages. If $V_n$ and $V_{n+1}$ were equal, every centre derivative of a function in $V_n$ would already lie in $V_n$, which the lemma rules out.

For the Pulay term the file uses no inner product. It passes to the quotient of all functions by $V$, where the missing derivative becomes a nonzero vector. Some linear functional is nonzero on that vector, and composing it with the projection onto the quotient gives `r`.

## Exponent zero, and which function to differentiate

The condition $a\neq0$ is needed. At $a=0$ the Gaussian factor is $1$, and the constant functions form a nonzero space spanned by one function. Their derivatives are zero, so the space is closed; this is `zero_exponent_closed`. The degree count fails because the term $-2axp$, which raised the degree, is gone.

A slip that the derivation invites is to start from an arbitrary nonzero $f\in V$ and expect $f'\notin V$. Let $V$ be spanned by $e^{-ax^2}$ and $x\,e^{-ax^2}$. The derivative of the first function is $-2a\,x\,e^{-ax^2}$, which lies in $V$. Only the second one leads out, with derivative $(1-2ax^2)e^{-ax^2}$. This is why the theorem says `∃ f ∈ V` and makes no claim about every `f`.
